# Screening Invariance of the LMTO Green Matrix for Positive 1 − bP

## Potential functions, structure matrix and screening

In the linear muffin-tin orbital (LMTO) method with the atomic-sphere approximation, let $k$ label a finite set of orbitals, the type `n` in the code. Each orbital has a real potential function $P_k(E)$ of the real energy $E$ and a real screening constant $b_k$ that does not depend on energy. The structure matrix $S$ is a complex square matrix over the orbitals. It need not be Hermitian, and Bloch-summed structure constants at a fixed wave vector are included.

In Lean 4 with Mathlib:

```lean
import Mathlib

open Matrix Filter Topology

namespace LMTOScreening

noncomputable section

variable {n : Type*} [Fintype n] [DecidableEq n]
```

The matrix studied here contains $P_k''$, so each $P_k$ must be twice differentiable at $E$. This is taken to mean that $P_k$ is differentiable at all energies near $E$ and that $P_k'$ is differentiable at $E$ itself. In particular, $E$ is not a pole of $P_k$.

```lean
/-- A function of energy is twice differentiable at `E`: it is differentiable near `E`, and its
derivative is differentiable at `E`. -/
def TwiceDifferentiableAt (p : ℝ → ℝ) (E : ℝ) : Prop :=
  (∀ᶠ x in 𝓝 E, DifferentiableAt ℝ p x) ∧ DifferentiableAt ℝ (deriv p) E
```

Screening replaces each potential function by

$$P_k^b(E)=\frac{P_k(E)}{u_k(E)},\qquad u_k(E)=1-b_kP_k(E).$$

The code defines this for one orbital at a time, as a function of energy, so its derivatives can be computed and need not be postulated.

```lean
/-- The screened potential function `p / (1 - b p)` of one orbital, meant for energies at which
`1 - b p` is nonzero. -/
def screenP (b : ℝ) (p : ℝ → ℝ) (x : ℝ) : ℝ := p x / (1 - b * p x)
```

Written without an index, $P$, $b$ and $u$ stand for diagonal matrices. `realDiag` builds such a matrix from real entries and places it among the complex matrices, where $S$ lives.

```lean
/-- The complex diagonal matrix with the given real entries. -/
def realDiag (d : n → ℝ) : Matrix n n ℂ := Matrix.diagonal fun i => (d i : ℂ)
```

The structure matrix is screened by the corresponding matrix formula, $S^b=S(1-bS)^{-1}$. The order of the factors matters in $bS$, because $b$ and $S$ need not commute.

```lean
/-- The screened structure matrix `S (1 - b S)⁻¹`, meant for invertible `1 - b S`. -/
def screenS (b : n → ℝ) (S : Matrix n n ℂ) : Matrix n n ℂ := S * (1 - realDiag b * S)⁻¹
```

The Green matrix is

$$G=-\frac{P''}{2P'}+\sqrt{P'}\,(P-S)^{-1}\sqrt{P'} .$$

In the code, `deriv (P k) E` is $P_k'(E)$ and `deriv (deriv (P k)) E` is $P_k''(E)$. The definition takes $G$ as this algebraic expression; its derivation from a Schrödinger equation is not part of the development.

```lean
/-- The matrix `-P''/(2P') + √P' (P - S)⁻¹ √P'` at energy `E`, meant for `P' > 0` and
invertible `P - S`. -/
def green (P : n → ℝ → ℝ) (S : Matrix n n ℂ) (E : ℝ) : Matrix n n ℂ :=
  realDiag (fun k => -(deriv (deriv (P k)) E / (2 * deriv (P k) E))) +
    realDiag (fun k => Real.sqrt (deriv (P k) E)) * (realDiag (fun k => P k E) - S)⁻¹ *
      realDiag (fun k => Real.sqrt (deriv (P k) E))
```

## How screening changes the derivatives

Since $u_k'=-b_kP_k'$, the quotient rule gives

$$(P_k^b)'=\frac{P_k'u_k+b_kP_kP_k'}{u_k^2}=\frac{P_k'}{u_k^2},$$

because $u_k+b_kP_k=1$. The proof applies the quotient rule and leaves this simplification to `ring`.

```lean
/-- Where `1 - b p` is nonzero, screening divides the energy derivative of a differentiable
potential function by `(1 - b p)²`. -/
theorem hasDerivAt_screenP {b x p' : ℝ} {p : ℝ → ℝ} (hp : HasDerivAt p p' x)
    (hu : 1 - b * p x ≠ 0) : HasDerivAt (screenP b p) (p' / (1 - b * p x) ^ 2) x := by
  have hden : HasDerivAt (fun y => 1 - b * p y) (-(b * p')) x := (hp.const_mul b).const_sub 1
  have h := hp.fun_div hden hu
  exact h.congr_deriv (by ring)
```

Differentiating once more gives

$$(P_k^b)''=\frac{P_k''}{u_k^2}-\frac{2P_k'u_k'}{u_k^3}=\frac{P_k''}{u_k^2}+\frac{2b_k(P_k')^2}{u_k^3}.$$

A formula for the first derivative at the single energy $E$ would not be enough for this step. By continuity $u_k$ stays nonzero near $E$, so the first formula holds throughout a neighbourhood. That is the content of `heq`, and it allows the formula to be differentiated.

```lean
/-- The first derivative of the screened potential function is differentiable at `E`, with the
stated second derivative, for `p` twice differentiable at `E` and `1 - b p` nonzero there. -/
theorem hasDerivAt_deriv_screenP {b E : ℝ} {p : ℝ → ℝ} (hp : TwiceDifferentiableAt p E)
    (hu : 1 - b * p E ≠ 0) :
    HasDerivAt (deriv (screenP b p))
      (deriv (deriv p) E / (1 - b * p E) ^ 2 + 2 * b * deriv p E ^ 2 / (1 - b * p E) ^ 3) E := by
  have hE : DifferentiableAt ℝ p E := hp.1.self_of_nhds
  have h1 : HasDerivAt (fun y => 1 - b * p y) (-(b * deriv p E)) E :=
    (hE.hasDerivAt.const_mul b).const_sub 1
  have hne : ∀ᶠ x in 𝓝 E, 1 - b * p x ≠ 0 := h1.continuousAt.eventually_ne hu
  -- the first-derivative formula holds in a neighbourhood, so it may be differentiated
  have heq : deriv (screenP b p) =ᶠ[𝓝 E]
      fun x => deriv p x / ((1 - b * p x) * (1 - b * p x)) := by
    filter_upwards [hp.1, hne] with x hx hux
    rw [(hasDerivAt_screenP hx.hasDerivAt hux).deriv, sq]
  have h := hp.2.hasDerivAt.fun_div (h1.fun_mul h1) (mul_ne_zero hu hu)
  refine (h.congr_of_eventuallyEq heq).congr_deriv ?_
  field_simp
  ring
```

Dividing by $2(P_k^b)'=2P_k'/u_k^2$ shows that screening shifts the first term of $G$:

$$\frac{(P_k^b)''}{2(P_k^b)'}=\frac{P_k''}{2P_k'}+\frac{b_kP_k'}{u_k}.$$

The lemma also records that the screened slope is nonzero.

```lean
/-- For `p` twice differentiable at `E` with `p'` and `1 - b p` nonzero there, the screened
slope is nonzero and screening shifts `p''/(2p')` by `b p'/(1 - b p)`. -/
theorem curvature_shift {b E : ℝ} {p : ℝ → ℝ} (hp : TwiceDifferentiableAt p E)
    (hp' : deriv p E ≠ 0) (hu : 1 - b * p E ≠ 0) :
    deriv (screenP b p) E ≠ 0 ∧
      deriv (deriv (screenP b p)) E / (2 * deriv (screenP b p) E) =
        deriv (deriv p) E / (2 * deriv p E) + b * deriv p E / (1 - b * p E) := by
  have hd := (hasDerivAt_screenP hp.1.self_of_nhds.hasDerivAt hu).deriv
  refine ⟨by rw [hd]; exact div_ne_zero hp' (pow_ne_zero 2 hu), ?_⟩
  rw [(hasDerivAt_deriv_screenP hp hu).deriv, hd]
  field_simp
```

The square roots bring in a sign. With $\sigma_k=u_k/|u_k|=\pm1$,

$$\sqrt{(P_k^b)'}\,u_k=\frac{\sqrt{P_k'}}{|u_k|}\,u_k=\sigma_k\sqrt{P_k'},\qquad \sigma_k^2=1.$$

The proof rewrites $\sqrt{u^2}$ as $|u|$ and treats negative and positive $u$ separately.

```lean
/-- For nonzero `u`, the sign of `u` squares to one, and the square root of `d / u²` times `u` is
that sign times the square root of `d`. -/
theorem sqrt_rescale (d : ℝ) {u : ℝ} (hu : u ≠ 0) :
    Real.sign u * Real.sign u = 1 ∧
      Real.sqrt (d / u ^ 2) * u = Real.sign u * Real.sqrt d := by
  rw [Real.sqrt_div' _ (sq_nonneg u), Real.sqrt_sq_eq_abs]
  rcases lt_or_gt_of_ne hu with h | h
  · rw [abs_of_neg h, Real.sign_of_neg h]
    exact ⟨by norm_num, by field_simp⟩
  · rw [abs_of_pos h, Real.sign_of_pos h]
    exact ⟨by norm_num, by field_simp⟩
```

## The screened resolvent

The next step relates $(P^b-S^b)^{-1}$ to $(P-S)^{-1}$ at fixed energy. Diagonal matrices multiply entry by entry, and therefore commute with one another.

```lean
private theorem realDiag_mul (c d : n → ℝ) :
    realDiag c * realDiag d = realDiag (fun k => c k * d k) := by
  simp [realDiag, Matrix.diagonal_mul_diagonal]
```

Write $R=(P-S)^{-1}$ and $W=(1-bS)^{-1}$, so that $S^b=SW$. Using $uP^b=P$, $(1-bS)W=1$ and $bP=Pb$,

$$u(P^b-SW)=P(1-bS)W-(1-bP)SW=(P-S)W .$$

Hence

$$(bu+uRu)(P^b-SW)=b(P-S)W+uR(P-S)W=\big[b(P-S)+1-bP\big]W=(1-bS)W=1 .$$

Only ring operations occur, so the lemma is stated for an arbitrary ring. There `B`, `D`, `U` and `V` play the roles of $b$, $P$, $u$ and $P^b$, and the two `calc` blocks are the two displayed lines.

```lean
private theorem scaling_aux {A : Type*} [Ring A] {B D S U V W R : A} (hU : U = 1 - B * D)
    (hUV : U * V = D) (hc : B * D = D * B) (hR : R * (D - S) = 1)
    (hW : (1 - B * S) * W = 1) : (B * U + U * R * U) * (V - S * W) = 1 := by
  have h1 : U * (V - S * W) = (D - S) * W := by
    calc U * (V - S * W) = U * V - U * S * W := by noncomm_ring
      _ = D * ((1 - B * S) * W) - (1 - B * D) * S * W := by rw [hUV, hW, mul_one, hU]
      _ = (D - S) * W + (B * D - D * B) * S * W := by noncomm_ring
      _ = (D - S) * W := by rw [hc, sub_self, zero_mul, zero_mul, add_zero]
  calc (B * U + U * R * U) * (V - S * W)
      = B * (U * (V - S * W)) + U * (R * (U * (V - S * W))) := by noncomm_ring
    _ = B * ((D - S) * W) + U * ((R * (D - S)) * W) := by rw [h1, mul_assoc R]
    _ = (1 - B * S) * W := by rw [hR, hU]; noncomm_ring
    _ = 1 := hW
```

For finite square matrices a left inverse is the inverse. This gives the scaling relation

$$(P^b-S^b)^{-1}=bu+u\,(P-S)^{-1}u .$$

Invertibility of $P^b-S^b$ is thus not an additional assumption. The proof verifies the diagonal identities $u=1-bP$ and $uP^b=P$, then applies the ring lemma.

```lean
/-- Scaling relation: `(P^b - S^b)⁻¹ = b (1 - b P) + (1 - b P) (P - S)⁻¹ (1 - b P)` at fixed
energy, if `1 - b P` has no zero entry and `P - S` and `1 - b S` are invertible. -/
theorem screened_resolvent (b p : n → ℝ) (S : Matrix n n ℂ) (hu : ∀ k, 1 - b k * p k ≠ 0)
    (hPS : IsUnit (realDiag p - S)) (hbS : IsUnit (1 - realDiag b * S)) :
    (realDiag (fun k => p k / (1 - b k * p k)) - screenS b S)⁻¹ =
      realDiag (fun k => b k * (1 - b k * p k)) +
        realDiag (fun k => 1 - b k * p k) * (realDiag p - S)⁻¹ *
          realDiag (fun k => 1 - b k * p k) := by
  have hU : realDiag (fun k => 1 - b k * p k) = 1 - realDiag b * realDiag p := by
    rw [realDiag_mul]
    ext i j
    by_cases h : i = j
    · subst h
      simp [realDiag]
    · simp [realDiag, h]
  have hUV : realDiag (fun k => 1 - b k * p k) * realDiag (fun k => p k / (1 - b k * p k)) =
      realDiag p := by
    rw [realDiag_mul]
    congr 1
    funext k
    have := hu k
    field_simp
  have hc : realDiag b * realDiag p = realDiag p * realDiag b := by
    simp only [realDiag_mul, mul_comm]
  apply Matrix.inv_eq_left_inv
  rw [← realDiag_mul b (fun k => 1 - b k * p k)]
  exact scaling_aux hU hUV hc
    (Matrix.nonsing_inv_mul _ ((Matrix.isUnit_iff_isUnit_det _).mp hPS))
    (Matrix.mul_nonsing_inv _ ((Matrix.isUnit_iff_isUnit_det _).mp hbS))
```

## Cancellation, element by element

Inserting the scaling relation and the shifted curvature term into the screened Green matrix $G^b$ gives

$$G^b_{ij}=\delta_{ij}\left[-\frac{P_i''}{2P_i'}-\frac{b_iP_i'}{u_i}+\frac{P_i'}{u_i^2}\,b_iu_i\right]+\sqrt{(P_i^b)'}\,u_iR_{ij}u_j\sqrt{(P_j^b)'} .$$

The second and third terms in the bracket cancel. The last term equals $\sigma_i\sigma_j\sqrt{P_i'}\,R_{ij}\sqrt{P_j'}$. Since $\sigma_i^2=1$, the surviving diagonal term can carry the same factor, and therefore

$$G^b_{ij}=\sigma_i\sigma_j\,G_{ij}.$$

In the proof, `hA` is the square-root identity, `hK` is the cancellation in the bracket, and `hres` is the scaling relation. The cases $i=j$ and $i\neq j$ are then closed by `linear_combination`.

```lean
/-- For twice differentiable `P` with `P' > 0`, `1 - b P` without zero entries, and `P - S` and
`1 - b S` invertible, screening multiplies the `i j` element of the matrix `green` by the signs
of `1 - b P` for the orbitals `i` and `j`. -/
theorem green_screened_apply (P : n → ℝ → ℝ) (b : n → ℝ) (S : Matrix n n ℂ) (E : ℝ)
    (hP : ∀ k, TwiceDifferentiableAt (P k) E) (hP' : ∀ k, 0 < deriv (P k) E)
    (hu : ∀ k, 1 - b k * P k E ≠ 0) (hPS : IsUnit (realDiag (fun k => P k E) - S))
    (hbS : IsUnit (1 - realDiag b * S)) (i j : n) :
    green (fun k => screenP (b k) (P k)) (screenS b S) E i j =
      ((Real.sign (1 - b i * P i E) * Real.sign (1 - b j * P j E) : ℝ) : ℂ) *
        green P S E i j := by
  have hd : ∀ k, deriv (screenP (b k) (P k)) E = deriv (P k) E / (1 - b k * P k E) ^ 2 :=
    fun k => (hasDerivAt_screenP (hP k).1.self_of_nhds.hasDerivAt (hu k)).deriv
  have hA : ∀ k, Real.sqrt (deriv (screenP (b k) (P k)) E) * (1 - b k * P k E) =
      Real.sign (1 - b k * P k E) * Real.sqrt (deriv (P k) E) := fun k => by
    rw [hd k]
    exact (sqrt_rescale _ (hu k)).2
  have hAA := congrArg Complex.ofReal (congrArg₂ (· * ·) (hA i) (hA j))
  -- the diagonal part of the scaling relation cancels the shift of `P''/(2P')`
  have hK : -(deriv (deriv (screenP (b i) (P i))) E / (2 * deriv (screenP (b i) (P i)) E)) +
      Real.sqrt (deriv (screenP (b i) (P i)) E) * (b i * (1 - b i * P i E)) *
        Real.sqrt (deriv (screenP (b i) (P i)) E) =
      Real.sign (1 - b i * P i E) * Real.sign (1 - b i * P i E) *
        -(deriv (deriv (P i)) E / (2 * deriv (P i) E)) := by
    have hs := (sqrt_rescale (deriv (P i) E) (hu i)).1
    have hq : Real.sqrt (deriv (screenP (b i) (P i)) E) *
        Real.sqrt (deriv (screenP (b i) (P i)) E) =
          deriv (P i) E / (1 - b i * P i E) ^ 2 := by
      rw [hd i]
      exact Real.mul_self_sqrt (div_nonneg (hP' i).le (sq_nonneg _))
    have hcancel : (1 - b i * P i E) * (deriv (P i) E / (1 - b i * P i E) ^ 2) =
        deriv (P i) E / (1 - b i * P i E) := by
      have := hu i
      field_simp
    have hcurv := (curvature_shift (hP i) (hP' i).ne' (hu i)).2
    linear_combination -hcurv + b i * (1 - b i * P i E) * hq + b i * hcancel +
      deriv (deriv (P i)) E / (2 * deriv (P i) E) * hs
  have hKc := congrArg Complex.ofReal hK
  have hres : (realDiag (fun k => screenP (b k) (P k) E) - screenS b S)⁻¹ = _ :=
    screened_resolvent b (fun k => P k E) S hu hPS hbS
  simp only [green]
  rw [hres]
  generalize (realDiag (fun k => P k E) - S)⁻¹ = R
  by_cases hij : i = j
  · subst hij
    simp only [realDiag, Matrix.add_apply, Matrix.mul_diagonal, Matrix.diagonal_mul,
      Matrix.diagonal_apply_eq]
    push_cast at hAA hKc ⊢
    linear_combination hKc + R i i * hAA
  · simp only [realDiag, Matrix.add_apply, Matrix.mul_diagonal, Matrix.diagonal_mul,
      Matrix.diagonal_apply_ne _ hij]
    push_cast at hAA ⊢
    linear_combination R i j * hAA
```

## Invariance, and what survives a change of sign

If every $u_k$ is positive, all signs are $+1$ and $G^b=G$. In words, the theorem `green_screening_invariant` says that the Green matrix built from $P^b$ and $S^b$ equals the one built from $P$ and $S$, under these conditions at the energy $E$:

- `hP` and `hP'` say that each $P_k$ is twice differentiable with $P_k'>0$. In the atomic-sphere picture, the logarithmic derivative of the radial solution at the sphere falls with energy, and the potential function correspondingly rises.
- `hu` says that $1-b_kP_k>0$. Physically, no pole of the screened potential function is crossed at this energy when the screening constant is scaled up from zero to $b_k$.
- `hPS` says that $P-S$ is invertible, so $E$ is not a solution of the secular equation $\det(P-S)=0$.
- `hbS` says that $1-bS$ is invertible, so the screened structure matrix exists.

At a real energy that meets these conditions, the matrix $G$ may therefore be evaluated with $P^b$ and $S^b$ in place of $P$ and $S$. Both must be replaced together, with the same screening constants. The practical interest is that suitable screening constants make the structure constants short-ranged. Complex energies and energy-dependent screening constants are not covered.

```lean
/-- For twice differentiable `P` with `P' > 0`, `1 - b P > 0`, and `P - S` and `1 - b S`
invertible, the matrix `-P''/(2P') + √P' (P - S)⁻¹ √P'` is unchanged by screening. -/
theorem green_screening_invariant (P : n → ℝ → ℝ) (b : n → ℝ) (S : Matrix n n ℂ) (E : ℝ)
    (hP : ∀ k, TwiceDifferentiableAt (P k) E) (hP' : ∀ k, 0 < deriv (P k) E)
    (hu : ∀ k, 0 < 1 - b k * P k E) (hPS : IsUnit (realDiag (fun k => P k E) - S))
    (hbS : IsUnit (1 - realDiag b * S)) :
    green (fun k => screenP (b k) (P k)) (screenS b S) E = green P S E := by
  ext i j
  rw [green_screened_apply P b S E hP hP' (fun k => (hu k).ne') hPS hbS i j,
    Real.sign_of_pos (hu i), Real.sign_of_pos (hu j), mul_one, Complex.ofReal_one, one_mul]
```

If the $u_k$ are only nonzero, an off-diagonal element changes sign when $u_i$ and $u_j$ have opposite signs. A diagonal element carries the factor $\sigma_i^2=1$ and is always unchanged.

```lean
/-- The diagonal elements of `green` are unchanged by screening even if `1 - b P` is only
nonzero, for twice differentiable `P` with `P' > 0` and `P - S`, `1 - b S` invertible. -/
theorem green_diagonal_invariant (P : n → ℝ → ℝ) (b : n → ℝ) (S : Matrix n n ℂ) (E : ℝ)
    (hP : ∀ k, TwiceDifferentiableAt (P k) E) (hP' : ∀ k, 0 < deriv (P k) E)
    (hu : ∀ k, 1 - b k * P k E ≠ 0) (hPS : IsUnit (realDiag (fun k => P k E) - S))
    (hbS : IsUnit (1 - realDiag b * S)) (i : n) :
    green (fun k => screenP (b k) (P k)) (screenS b S) E i i = green P S E i i := by
  rw [green_screened_apply P b S E hP hP' hu hPS hbS i i]
  rcases lt_or_gt_of_ne (hu i) with h | h
  · rw [Real.sign_of_neg h]; norm_num
  · rw [Real.sign_of_pos h]; norm_num

end

end LMTOScreening
```

```lean
#print axioms LMTOScreening.green_screening_invariant
#print axioms LMTOScreening.green_diagonal_invariant
```

```
'LMTOScreening.green_screening_invariant' depends on axioms: [propext, Classical.choice, Quot.sound]
'LMTOScreening.green_diagonal_invariant' depends on axioms: [propext, Classical.choice, Quot.sound]
```

## A single orbital

With one orbital, $S$ is a complex number $s$ and the cancellation can be seen directly. Dropping the index,

$$P^b-S^b=\frac{P-s}{(1-bP)(1-bs)},$$

so

$$G^b=-\frac{P''}{2P'}-\frac{bP'}{1-bP}+\frac{P'(1-bs)}{(1-bP)(P-s)} .$$

The last two terms combine through $(1-bs)-b(P-s)=1-bP$, which leaves

$$G^b=-\frac{P''}{2P'}+\frac{P'}{P-s}=G .$$

The sign of $1-bP$ plays no part, since the only matrix element is a diagonal one. At least two orbitals are needed before a sign change can appear.
